# Förster transfer to an infinite uniform wire, sheet or half-space falls as the inverse fifth, fourth or third power of distance

To estimate how fast an excited donor loses its energy to many acceptors, one can replace the sum of pair rates by an acceptor density times an integral. For a donor at distance $d>0$ from an infinite straight wire, an infinite plane sheet or a half-space, each filled uniformly with independent acceptors, the integrals give the total rates

$$
\begin{aligned}
k_{\text{wire}}&=nkR^6\,\frac{3\pi}{8d^5},\\
k_{\text{sheet}}&=\sigma kR^6\,\frac{\pi}{2d^4},\\
k_{\text{bulk}}&=\rho kR^6\,\frac{\pi}{6d^3}.
\end{aligned}
$$

Here $k$ is the donor's decay rate without acceptors, $R$ is the Förster radius, and $n,\sigma,\rho$ are the numbers of acceptors per length, area and volume. In simulations, these formulas can check a truncated sum of pair rates when the acceptors are dense enough to be treated as a continuum with one common $R$.

## A pair rate proportional to $r^{-6}$

The rate to one acceptor at distance $r$ is postulated as $k(R/r)^6$. This stands for weak, incoherent coupling between point dipoles at distances well below the wavelength of the transferred energy; $R$ contains the spectral overlap and an orientation factor taken to be the same for every acceptor.

```lean
import Mathlib

open MeasureTheory Set Filter Topology Real

namespace FoersterExtendedAcceptors

noncomputable section

/-- Foerster rate from a donor with decay rate `k` and Foerster radius `R` to a point
acceptor at distance `r ≠ 0`. -/
def transferRate (k R r : ℝ) : ℝ := k * (R / r) ^ 6
```

By hand and in the proof, this assumption fixes the integrand. If the orientation factor varied with direction, it would have to stay inside the integral, and the prefactors would generally change. Exchange transfer at short range would need a different rate law.

## Uniform density and independent acceptors

Independence means that pair rates add; uniformity lets the density stand in front of the integral. The definitions build in both assumptions.

```lean
/-- Total transfer rate to a straight wire with `n` acceptors per length, at distance
`d > 0` from the donor. -/
def wireRate (k R n d : ℝ) : ℝ :=
  n * ∫ x : ℝ, transferRate k R (Real.sqrt (d ^ 2 + x ^ 2))

/-- Total transfer rate to a plane sheet with `σ` acceptors per area, at distance
`d > 0` from the donor. -/
def sheetRate (k R σ d : ℝ) : ℝ :=
  σ * ∫ p : ℝ × ℝ, transferRate k R (Real.sqrt (d ^ 2 + p.1 ^ 2 + p.2 ^ 2))

/-- Total transfer rate to a half-space with `ρ` acceptors per volume, whose surface is at distance
`d > 0` from the donor; points are written `(z, x, y)`, with the donor at the origin and `z`
measured from it at right angles to the surface. -/
def bulkRate (k R ρ d : ℝ) : ℝ :=
  ρ * ∫ p in {p : ℝ × ℝ × ℝ | d < p.1},
    transferRate k R (Real.sqrt (p.1 ^ 2 + p.2.1 ^ 2 + p.2.2 ^ 2))
```

The wire is all of $\mathbb R$ and the sheet all of $\mathbb R^2$, with the donor at perpendicular distance $d$. In the half-space the donor is at the origin, and `p.1`, `p.2.1`, `p.2.2` are $z,x,y$, with $z>d$. Each `Real.sqrt` is the Euclidean distance. A varying density would have to be integrated together with the rate, and acceptors sharing a delocalised excitation would need another model.

## A positive gap between donor and acceptors

The hypothesis `hd : 0 < d` keeps the donor away from every acceptor. At $d=0$ all three integrals diverge at the donor's position. Assuming only $d\neq0$ would not suffice for the wire: at $d=-1$ the integral is positive, but $3\pi/(8d^5)$ is negative.

By hand, set $u(x)=1/(d^2+x^2)$. Since $d^2+x^2>0$, we have $u'=-2xu^2$; also $u\to0$ as $x\to\infty$. The first two lemmas state these facts.

```lean
/-- The inverse squared distance to a point on a line at distance `d > 0` has the derivative
`-2x / (d² + x²)²` along the line. -/
theorem hasDerivAt_inv_dist_sq {d : ℝ} (hd : 0 < d) (x : ℝ) :
    HasDerivAt (fun y : ℝ => (d ^ 2 + y ^ 2)⁻¹) (-(2 * x) / (d ^ 2 + x ^ 2) ^ 2) x := by
  have hq : HasDerivAt (fun y : ℝ => d ^ 2 + y ^ 2) (2 * x) x :=
    ((hasDerivAt_pow 2 x).const_add (d ^ 2)).congr_deriv (by norm_num)
  exact hq.inv (by positivity)

/-- The inverse squared distance to a point on a line tends to zero far along the line. -/
theorem tendsto_inv_dist_sq (d : ℝ) :
    Tendsto (fun x : ℝ => (d ^ 2 + x ^ 2)⁻¹) atTop (𝓝 0) :=
  tendsto_inv_atTop_zero.comp
    (tendsto_atTop_add_const_left _ _ (tendsto_pow_atTop two_ne_zero))
```

For the line, substitute $x^2=1/u-d^2$ in the derivatives:

$$
\begin{aligned}
(xu^2)'&=u^2-4x^2u^3=4d^2u^3-3u^2,\\
(xu)'&=u-2x^2u^2=2d^2u^2-u,\\
(\arctan(x/d))'&=du.
\end{aligned}
$$

In the combination

$$F=\frac{xu^2}{4d^2}+\frac{3xu}{8d^4}+\frac{3}{8d^5}\arctan\frac{x}{d}$$

the terms in $u^2$ and $u$ cancel, so $F'=u^3$. For $x>0$, $0\le xu\le1/x$, so only the arctangent survives at infinity. Thus $F(0)=0$ and $F(\infty)=3\pi/(16d^5)$. The integrand is even, so doubling gives $3\pi/(8d^5)$.

```lean
/-- The inverse sixth power of the distance, integrated over a line at distance `d > 0`,
is `3π / (8 d⁵)`. -/
theorem line_integral {d : ℝ} (hd : 0 < d) :
    ∫ x : ℝ, ((d ^ 2 + x ^ 2) ^ 3)⁻¹ = 3 * π / (8 * d ^ 5) := by
  -- an explicit antiderivative on the half-line
  have hderiv : ∀ x ∈ Ici (0 : ℝ), HasDerivAt (fun y : ℝ =>
      1 / (4 * d ^ 2) * (y * (d ^ 2 + y ^ 2)⁻¹ * (d ^ 2 + y ^ 2)⁻¹)
        + 3 / (8 * d ^ 4) * (y * (d ^ 2 + y ^ 2)⁻¹)
        + 3 / (8 * d ^ 5) * arctan (y / d)) (((d ^ 2 + x ^ 2) ^ 3)⁻¹) x := by
    intro x _
    have hs : d ^ 2 + x ^ 2 ≠ 0 := by positivity
    have hA := hasDerivAt_inv_dist_sq hd x
    have hB := (hasDerivAt_id' x).fun_mul hA
    have hC : HasDerivAt (fun y : ℝ => arctan (y / d)) (d / (d ^ 2 + x ^ 2)) x := by
      refine ((hasDerivAt_id' x).div_const d).arctan.congr_deriv ?_
      have h1 : 1 + (x / d) ^ 2 = (d ^ 2 + x ^ 2) / d ^ 2 := by field_simp
      rw [h1]
      field_simp
    refine ((((hB.fun_mul hA).const_mul (1 / (4 * d ^ 2))).fun_add
      (hB.const_mul (3 / (8 * d ^ 4)))).fun_add
      (hC.const_mul (3 / (8 * d ^ 5)))).congr_deriv ?_
    field_simp
    ring
  -- its value far away comes from the arctangent alone
  have hA := tendsto_inv_dist_sq d
  have hB : Tendsto (fun x : ℝ => x * (d ^ 2 + x ^ 2)⁻¹) atTop (𝓝 0) := by
    refine squeeze_zero' ?_ ?_ tendsto_inv_atTop_zero
    · filter_upwards [eventually_gt_atTop (0 : ℝ)] with x hx
      positivity
    · filter_upwards [eventually_gt_atTop (0 : ℝ)] with x hx
      have h1 : x⁻¹ * (d ^ 2 + x ^ 2) = x⁻¹ * d ^ 2 + x := by field_simp
      rw [← div_eq_mul_inv, div_le_iff₀ (by positivity), h1]
      exact le_add_of_nonneg_left (by positivity)
  have hC : Tendsto (fun x : ℝ => arctan (x / d)) atTop (𝓝 (π / 2)) :=
    (tendsto_arctan_atTop.mono_right nhdsWithin_le_nhds).comp
      (tendsto_id.atTop_div_const hd)
  have half := integral_Ioi_of_hasDerivAt_of_nonneg' hderiv
    (fun x _ => by positivity)
    ((((hB.mul hA).const_mul (1 / (4 * d ^ 2))).add
      (hB.const_mul (3 / (8 * d ^ 4)))).add (hC.const_mul (3 / (8 * d ^ 5))))
  -- the two half-lines contribute equally
  have h := integral_comp_abs (f := fun x : ℝ => ((d ^ 2 + x ^ 2) ^ 3)⁻¹)
  simp only [sq_abs] at h
  rw [h, half]
  simp only [zero_div, zero_mul, mul_zero, arctan_zero, zero_add, add_zero, sub_zero]
  ring
```

In `line_integral`, `hderiv` checks $F'=u^3$, while `hA`, `hB` and `hC` supply the limits. The positive gap makes the denominators non-zero and sends $\arctan(x/d)$ to $+\pi/2$. The theorem `integral_Ioi_of_hasDerivAt_of_nonneg'` evaluates the half-line integral from these data, and `integral_comp_abs` doubles it.

For the plane, polar coordinates give $x^2+y^2=r^2$ and area element $r\,dr\,d\theta$. Now take $u$ as a function of $r$. Because $(-u^2/4)'=-uu'/2=ru^3$,

$$
2\pi\int_0^\infty\frac{r\,dr}{(d^2+r^2)^3}
=2\pi\,\frac{u(0)^2}{4}
=2\pi\,\frac1{4d^4}
=\frac{\pi}{2d^4}.
$$

```lean
/-- The inverse sixth power of the distance, integrated over a plane at distance `d > 0`,
is `π / (2 d⁴)`. -/
theorem plane_integral {d : ℝ} (hd : 0 < d) :
    ∫ p : ℝ × ℝ, ((d ^ 2 + p.1 ^ 2 + p.2 ^ 2) ^ 3)⁻¹ = π / (2 * d ^ 4) := by
  have radial : ∫ r in Ioi (0 : ℝ), r * ((d ^ 2 + r ^ 2) ^ 3)⁻¹ = 1 / (4 * d ^ 4) := by
    have hderiv : ∀ r ∈ Ici (0 : ℝ), HasDerivAt
        (fun y : ℝ => -(1 / 4) * ((d ^ 2 + y ^ 2)⁻¹ * (d ^ 2 + y ^ 2)⁻¹))
        (r * ((d ^ 2 + r ^ 2) ^ 3)⁻¹) r := by
      intro r _
      have hs : d ^ 2 + r ^ 2 ≠ 0 := by positivity
      have hA := hasDerivAt_inv_dist_sq hd r
      refine ((hA.fun_mul hA).const_mul (-(1 / 4))).congr_deriv ?_
      field_simp
      ring
    have hA := tendsto_inv_dist_sq d
    rw [integral_Ioi_of_hasDerivAt_of_nonneg' hderiv
      (fun r hr => mul_nonneg (le_of_lt hr) (by positivity))
      ((hA.mul hA).const_mul (-(1 / 4)))]
    field_simp
    ring
  have ang : ∫ _θ in Ioo (-π) π, (1 : ℝ) = 2 * π := by
    rw [← integral_Ioc_eq_integral_Ioo,
      ← intervalIntegral.integral_of_le (by linarith [pi_pos]),
      intervalIntegral.integral_const, smul_eq_mul]
    ring
  -- polar coordinates separate radius and angle
  have e : ∀ p : ℝ × ℝ, p.1 • ((d ^ 2 + (polarCoord.symm p).1 ^ 2
      + (polarCoord.symm p).2 ^ 2) ^ 3)⁻¹ = p.1 * ((d ^ 2 + p.1 ^ 2) ^ 3)⁻¹ * 1 := by
    intro p
    have h1 : d ^ 2 + (p.1 * cos p.2) ^ 2 + (p.1 * sin p.2) ^ 2 = d ^ 2 + p.1 ^ 2 := by
      linear_combination p.1 ^ 2 * sin_sq_add_cos_sq p.2
    simp only [polarCoord_symm_apply, smul_eq_mul, h1, mul_one]
  have h := integral_comp_polarCoord_symm
    (fun p : ℝ × ℝ => ((d ^ 2 + p.1 ^ 2 + p.2 ^ 2) ^ 3)⁻¹)
  simp only [e] at h
  rw [← h, polarCoord_target]
  refine (setIntegral_prod_mul (μ := volume) (ν := volume)
    (fun r : ℝ => r * ((d ^ 2 + r ^ 2) ^ 3)⁻¹) (fun _ : ℝ => (1 : ℝ))
    (Ioi 0) (Ioo (-π) π)).trans ?_
  rw [radial, ang]
  ring
```

In `plane_integral`, `radial` and `ang` are the two factors. The step `e` uses $\sin^2\theta+\cos^2\theta=1$ to remove the angle from the integrand, and `setIntegral_prod_mul` separates the integrals.

For the half-space, fix the coordinate $z>d$, measured from the donor. The slice is a plane at distance $z$ and contributes $\pi/(2z^4)$. The integrand is positive, so the slices may be integrated in turn:

$$
\int_d^\infty\frac{\pi}{2z^4}\,dz
=\left[-\frac{\pi}{6z^3}\right]_d^\infty
=\frac{\pi}{6d^3}.
$$

```lean
/-- The inverse sixth power of the distance, integrated over a half-space whose surface is
at distance `d > 0`, is `π / (6 d³)`. -/
theorem halfSpace_integral {d : ℝ} (hd : 0 < d) :
    ∫ p in {p : ℝ × ℝ × ℝ | d < p.1}, ((p.1 ^ 2 + p.2.1 ^ 2 + p.2.2 ^ 2) ^ 3)⁻¹
      = π / (6 * d ^ 3) := by
  have depth : ∫ z in Ioi d, π / (2 * z ^ 4) = π / (6 * d ^ 3) := by
    have hderiv : ∀ z ∈ Ici d, HasDerivAt (fun y : ℝ => -(π / 6) * (y⁻¹ * y⁻¹ * y⁻¹))
        (π / (2 * z ^ 4)) z := by
      intro z hz
      have hz0 : z ≠ 0 := (lt_of_lt_of_le hd hz).ne'
      have hi := hasDerivAt_inv hz0
      refine (((hi.fun_mul hi).fun_mul hi).const_mul (-(π / 6))).congr_deriv ?_
      field_simp
      ring
    have hi : Tendsto (fun y : ℝ => y⁻¹) atTop (𝓝 0) := tendsto_inv_atTop_zero
    rw [integral_Ioi_of_hasDerivAt_of_nonneg' hderiv (fun z _ => by positivity)
      (((hi.mul hi).mul hi).const_mul (-(π / 6)))]
    ring
  -- a non-zero integral certifies integrability
  have depthInt : Integrable (fun z : ℝ => π / (2 * z ^ 4)) (volume.restrict (Ioi d)) := by
    by_contra hn
    have h0 := integral_undef hn
    rw [depth] at h0
    exact (by positivity : π / (6 * d ^ 3) ≠ 0) h0
  have hset : {p : ℝ × ℝ × ℝ | d < p.1} = Ioi d ×ˢ univ := by
    ext p
    simp
  have hμ : (volume : Measure (ℝ × ℝ × ℝ)).restrict {p | d < p.1}
      = (volume.restrict (Ioi d)).prod volume := by
    rw [hset, Measure.volume_eq_prod, ← Measure.prod_restrict, Measure.restrict_univ]
  have hint : Integrable (fun p : ℝ × ℝ × ℝ =>
      ((p.1 ^ 2 + p.2.1 ^ 2 + p.2.2 ^ 2) ^ 3)⁻¹)
      ((volume.restrict (Ioi d)).prod volume) := by
    refine (integrable_prod_iff (Measurable.aestronglyMeasurable (by fun_prop))).2 ⟨?_, ?_⟩
    · refine ae_restrict_of_forall_mem measurableSet_Ioi (fun z hz => ?_)
      have hz0 : 0 < z := lt_trans hd hz
      by_contra hn
      have h0 := (plane_integral hz0).symm.trans (integral_undef hn)
      exact (by positivity : π / (2 * z ^ 4) ≠ 0) h0
    · refine depthInt.congr (ae_restrict_of_forall_mem measurableSet_Ioi (fun z hz => ?_))
      have hn : ∀ q : ℝ × ℝ, ‖((z ^ 2 + q.1 ^ 2 + q.2 ^ 2) ^ 3)⁻¹‖
          = ((z ^ 2 + q.1 ^ 2 + q.2 ^ 2) ^ 3)⁻¹ :=
        fun q => Real.norm_of_nonneg (by positivity)
      simp only [hn]
      exact (plane_integral (lt_trans hd hz)).symm
  -- slice into planes and add up the slices
  rw [hμ, integral_prod _ hint, ← depth]
  exact setIntegral_congr_fun measurableSet_Ioi
    (fun z hz => plane_integral (lt_trans hd hz))
```

In `halfSpace_integral`, `depth` is this last integral. Fubini's theorem, `integral_prod`, needs the integrability statement `hint`, which follows from integrability on each slice and of the slice values over depth. Lean assigns the integral of a non-integrable function the value zero, so the non-zero values already found establish both conditions. The gap enters again through $z>d>0$, which allows `plane_integral` to be applied to every slice.

## A non-negative squared distance

If $s=r^2\ge0$, then $(\sqrt s)^6=s^3$, and for $s>0$ the pair rate becomes $kR^6/s^3$. The lemma also admits $s=0$, where there is no physical rate and Lean's convention for division by zero makes both sides zero. A negative $s$ is not the square of any real distance. In the three geometries $s$ is a sum of squares, so `positivity` supplies the condition.

```lean
/-- The value of `transferRate` at `√s`, written through `s ≥ 0`. For `s > 0` it is the Foerster
rate at squared distance `s`; at `s = 0` both sides are zero by Lean's division convention. -/
theorem transferRate_sqrt (k R : ℝ) {s : ℝ} (hs : 0 ≤ s) :
    transferRate k R (Real.sqrt s) = k * R ^ 6 * (s ^ 3)⁻¹ := by
  have h : Real.sqrt s ^ 6 = s ^ 3 := by
    calc Real.sqrt s ^ 6 = (Real.sqrt s ^ 2) ^ 3 := by ring
      _ = s ^ 3 := by rw [Real.sq_sqrt hs]
  rw [transferRate, div_pow, h]
  ring
```

The main theorem rewrites each integrand this way, takes $kR^6$ outside by `integral_const_mul`, and inserts the geometric integral.

```lean
/-- Foerster laws for extended acceptors at distance `d > 0`: the total transfer rate is
proportional to `d⁻⁵` for a wire, `d⁻⁴` for a sheet and `d⁻³` for a half-space, with the stated
prefactors. -/
theorem foerster_extended_laws (k R n σ ρ : ℝ) {d : ℝ} (hd : 0 < d) :
    wireRate k R n d = n * k * R ^ 6 * (3 * π / (8 * d ^ 5)) ∧
    sheetRate k R σ d = σ * k * R ^ 6 * (π / (2 * d ^ 4)) ∧
    bulkRate k R ρ d = ρ * k * R ^ 6 * (π / (6 * d ^ 3)) := by
  refine ⟨?_, ?_, ?_⟩
  · have e : ∀ x : ℝ, transferRate k R (Real.sqrt (d ^ 2 + x ^ 2))
        = k * R ^ 6 * ((d ^ 2 + x ^ 2) ^ 3)⁻¹ :=
      fun x => transferRate_sqrt k R (by positivity)
    simp only [wireRate, e]
    rw [integral_const_mul, line_integral hd]
    ring
  · have e : ∀ p : ℝ × ℝ, transferRate k R (Real.sqrt (d ^ 2 + p.1 ^ 2 + p.2 ^ 2))
        = k * R ^ 6 * ((d ^ 2 + p.1 ^ 2 + p.2 ^ 2) ^ 3)⁻¹ :=
      fun p => transferRate_sqrt k R (by positivity)
    simp only [sheetRate, e]
    rw [integral_const_mul, plane_integral hd]
    ring
  · have e : ∀ p : ℝ × ℝ × ℝ,
        transferRate k R (Real.sqrt (p.1 ^ 2 + p.2.1 ^ 2 + p.2.2 ^ 2))
        = k * R ^ 6 * ((p.1 ^ 2 + p.2.1 ^ 2 + p.2.2 ^ 2) ^ 3)⁻¹ :=
      fun p => transferRate_sqrt k R (by positivity)
    simp only [bulkRate, e]
    rw [integral_const_mul, halfSpace_integral hd]
    ring
```

It states all three laws together, for $d>0$ and arbitrary real `k`, `R`, `n`, `σ` and `ρ`. Physical rates, radii and densities are the non-negative cases.

## A donor that decays by itself

For a sheet, setting the transfer rate equal to $k$ gives

$$
k\,\frac{\pi\sigma R^6}{2d^4}=k
\quad\Longleftrightarrow\quad
d^4=\frac{\pi\sigma R^6}{2},
$$

provided $k\neq0$. For a physical donor with $k>0$, this is the distance at which transfer and the donor's own decay compete equally. If $k=0$, the left-hand equation holds at every distance and cannot determine $d$.

```lean
/-- For a donor with non-zero decay rate `k` at distance `d > 0` from a sheet, the transfer
rate equals `k` exactly when `d⁴ = π σ R⁶ / 2`. -/
theorem sheetRate_eq_decay_iff {k d : ℝ} (R σ : ℝ) (hk : k ≠ 0) (hd : 0 < d) :
    sheetRate k R σ d = k ↔ d ^ 4 = π * σ * R ^ 6 / 2 := by
  have hd4 : d ^ 4 ≠ 0 := by positivity
  have h : sheetRate k R σ d = k * (π * σ * R ^ 6 / 2 / d ^ 4) := by
    rw [(foerster_extended_laws k R 0 σ 0 hd).2.1]
    ring
  rw [h]
  constructor
  · intro h1
    have h2 := mul_left_cancel₀ hk (h1.trans (mul_one k).symm)
    exact ((div_eq_one_iff_eq hd4).1 h2).symm
  · intro h1
    rw [← h1, div_self hd4, mul_one]

end

end FoersterExtendedAcceptors
```

The hypothesis `hk : k ≠ 0` is used in `mul_left_cancel₀`, which cancels $k$; `hd` makes $d^4$ non-zero so that the denominator can be cleared. The reverse direction substitutes the condition on $d^4$ into the sheet law.

```lean
#print axioms FoersterExtendedAcceptors.halfSpace_integral
-- 'FoersterExtendedAcceptors.halfSpace_integral' depends on axioms: [propext, Classical.choice, Quot.sound]
#print axioms FoersterExtendedAcceptors.sheetRate_eq_decay_iff
-- 'FoersterExtendedAcceptors.sheetRate_eq_decay_iff' depends on axioms: [propext, Classical.choice, Quot.sound]
```
